# The sum of σ ⊗ σ over the three axes is the identity minus four times the singlet projector

For two qubits, the theorem `pauli_sum` says that σ ⊗ σ, with σ the Pauli matrices, summed over the x, y and z axes, is the identity minus four times the projector onto the singlet. It is written in entries, with `i` and `k` the row indices of the first and second qubit and `j` and `l` their column indices. The array `antisym` holds the singlet's amplitudes unnormalised, 1 and −1, with squared norm 2, so the projector's entries are half of `antisym i k * antisym j l`, and four times the projector gives the factor 2 in the statement. The attempt splits the four indices into their sixteen combinations and asks `norm_num` to compute each one.

An attempt in Lean 4 with a fault in it:

```lean
import Mathlib

open Matrix
open scoped Kronecker ComplexOrder

namespace PauliSum

noncomputable section

/-- The antisymmetric array of amplitudes of two qubits, before normalisation. -/
def antisym : Matrix (Fin 2) (Fin 2) ℂ := !![0, 1; -1, 0]

/-- The three Pauli matrices, in the order x, y, z. -/
def pauli : Fin 3 → Matrix (Fin 2) (Fin 2) ℂ :=
  ![!![0, 1; 1, 0], !![0, -Complex.I; Complex.I, 0], !![1, 0; 0, -1]]

/-- The sum of `σ ⊗ σ` over the three axes equals the identity minus four times the singlet
projector, written in entries. -/
theorem pauli_sum (i j k l : Fin 2) :
    ∑ a, pauli a i j * pauli a k l =
      (1 : Matrix (Fin 2) (Fin 2) ℂ) i j * (1 : Matrix (Fin 2) (Fin 2) ℂ) k l
        - 2 * (antisym i k * antisym j l) := by
  fin_cases i <;> fin_cases j <;> fin_cases k <;> fin_cases l <;>
    norm_num [Fin.sum_univ_three, pauli, antisym, Matrix.one_apply]

end

end PauliSum
```

Lean reports:

```
Main.lean:22:45: error: unsolved goals
case «0».«0».«0».«0»
⊢ ![!![0, 1; 1, 0], !![0, -Complex.I; Complex.I, 0], !![1, 0; 0, -1]] 2 0 0 *
      ![!![0, 1; 1, 0], !![0, -Complex.I; Complex.I, 0], !![1, 0; 0, -1]] 2 0 0 =
    1

case «0».«0».«0».«1»
⊢ ![!![0, 1; 1, 0], !![0, -Complex.I; Complex.I, 0], !![1, 0; 0, -1]] 2 0 0 = 0 ∨
    ![!![0, 1; 1, 0], !![0, -Complex.I; Complex.I, 0], !![1, 0; 0, -1]] 2 0 1 = 0

case «0».«0».«1».«0»
⊢ ![!![0, 1; 1, 0], !![0, -Complex.I; Complex.I, 0], !![1, 0; 0, -1]] 2 0 0 = 0 ∨
    ![!![0, 1; 1, 0], !![0, -Complex.I; Complex.I, 0], !![1, 0; 0, -1]] 2 1 0 = 0

case «0».«0».«1».«1»
⊢ ![!![0, 1; 1, 0], !![0, -Complex.I; Complex.I, 0], !![1, 0; 0, -1]] 2 0 0 *
      ![!![0, 1; 1, 0], !![0, -Complex.I; Complex.I, 0], !![1, 0; 0, -1]] 2 1 1 =
    -1

case «0».«1».«0».«0»
⊢ ![!![0, 1; 1, 0], !![0, -Complex.I; Complex.I, 0], !![1, 0; 0, -1]] 2 0 1 = 0 ∨
    ![!![0, 1; 1, 0], !![0, -Complex.I; Complex.I, 0], !![1, 0; 0, -1]] 2 0 0 = 0

case «0».«1».«0».«1»
⊢ ![!![0, 1; 1, 0], !![0, -Complex.I; Complex.I, 0], !![1, 0; 0, -1]] 2 0 1 = 0

case «0».«1».«1».«0»
⊢ ![!![0, 1; 1, 0], !![0, -Complex.I; Complex.I, 0], !![1, 0; 0, -1]] 2 0 1 = 0 ∨
    ![!![0, 1; 1, 0], !![0, -Complex.I; Complex.I, 0], !![1, 0; 0, -1]] 2 1 0 = 0

case «0».«1».«1».«1»
⊢ ![!![0, 1; 1, 0], !![0, -Complex.I; Complex.I, 0], !![1, 0; 0, -1]] 2 0 1 = 0 ∨
    ![!![0, 1; 1, 0], !![0, -Complex.I; Complex.I, 0], !![1, 0; 0, -1]] 2 1 1 = 0

case «1».«0».«0».«0»
⊢ ![!![0, 1; 1, 0], !![0, -Complex.I; Complex.I, 0], !![1, 0; 0, -1]] 2 1 0 = 0 ∨
    ![!![0, 1; 1, 0], !![0, -Complex.I; Complex.I, 0], !![1, 0; 0, -1]] 2 0 0 = 0

case «1».«0».«0».«1»
⊢ ![!![0, 1; 1, 0], !![0, -Complex.I; Complex.I, 0], !![1, 0; 0, -1]] 2 1 0 = 0 ∨
    ![!![0, 1; 1, 0], !![0, -Complex.I; Complex.I, 0], !![1, 0; 0, -1]] 2 0 1 = 0

case «1».«0».«1».«0»
⊢ ![!![0, 1; 1, 0], !![0, -Complex.I; Complex.I, 0], !![1, 0; 0, -1]] 2 1 0 = 0

case «1».«0».«1».«1»
⊢ ![!![0, 1; 1, 0], !![0, -Complex.I; Complex.I, 0], !![1, 0; 0, -1]] 2 1 0 = 0 ∨
    ![!![0, 1; 1, 0], !![0, -Complex.I; Complex.I, 0], !![1, 0; 0, -1]] 2 1 1 = 0

case «1».«1».«0».«0»
⊢ ![!![0, 1; 1, 0], !![0, -Complex.I; Complex.I, 0], !![1, 0; 0, -1]] 2 1 1 *
      ![!![0, 1; 1, 0], !![0, -Complex.I; Complex.I, 0], !![1, 0; 0, -1]] 2 0 0 =
    -1

case «1».«1».«0».«1»
⊢ ![!![0, 1; 1, 0], !![0, -Complex.I; Complex.I, 0], !![1, 0; 0, -1]] 2 1 1 = 0 ∨
    ![!![0, 1; 1, 0], !![0, -Complex.I; Complex.I, 0], !![1, 0; 0, -1]] 2 0 1 = 0

case «1».«1».«1».«0»
⊢ ![!![0, 1; 1, 0], !![0, -Complex.I; Complex.I, 0], !![1, 0; 0, -1]] 2 1 1 = 0 ∨
    ![!![0, 1; 1, 0], !![0, -Complex.I; Complex.I, 0], !![1, 0; 0, -1]] 2 1 0 = 0

case «1».«1».«1».«1»
⊢ ![!![0, 1; 1, 0], !![0, -Complex.I; Complex.I, 0], !![1, 0; 0, -1]] 2 1 1 *
      ![!![0, 1; 1, 0], !![0, -Complex.I; Complex.I, 0], !![1, 0; 0, -1]] 2 1 1 =
    1
```

Cause. The error lists all sixteen cases as unsolved, and each is stuck at the same place. `norm_num` has expanded the sum, unfolded `pauli` and dealt with the x and y terms, but the z matrix still stands as `![…] 2` followed by a row and a column. Items 0 and 1 of a `![…]` list are read off by ordinary simp lemmas. Item 2 is left to a simproc, a small program that `simp` runs and `norm_num` does not, so here the lookup never happens. The goals are true. Those with "or" arise where a product had to be zero and `norm_num` asked for one factor to be zero.

The cure is `hz`, which states that `pauli 2` is the explicit z matrix. `rfl` proves it, since the two sides agree by definition. The `rw` expands the sum and puts in the explicit matrices before the case split, so `norm_num` has only entries of two-by-two matrices to read, and those need only positions 0 and 1. `hx` and `hy` do the same for x and y, which had given no trouble, but are needed now that `pauli` is gone from the `norm_num` list. Dropping `pauli` and `Fin.sum_univ_three` from that list is tidying, as is the comment.

The repair, with which the file compiles:

```diff
@@ -21,6 +21,11 @@
       (1 : Matrix (Fin 2) (Fin 2) ℂ) i j * (1 : Matrix (Fin 2) (Fin 2) ℂ) k l
         - 2 * (antisym i k * antisym j l) := by
+  have hx : pauli 0 = !![0, 1; 1, 0] := rfl
+  have hy : pauli 1 = !![0, -Complex.I; Complex.I, 0] := rfl
+  have hz : pauli 2 = !![1, 0; 0, -1] := rfl
+  rw [Fin.sum_univ_three, hx, hy, hz]
+  -- compare the sixteen entries
   fin_cases i <;> fin_cases j <;> fin_cases k <;> fin_cases l <;>
-    norm_num [Fin.sum_univ_three, pauli, antisym, Matrix.one_apply]
+    norm_num [antisym, Matrix.one_apply]
 
 end
```
